# Mean Metropolis acceptance of an involutive proposal

## Two states

Take a system with two states $a$ and $b$, with probabilities $p(a) = 1/4$ and $p(b) = 3/4$, and a move that always proposes the other state. The Metropolis rule accepts a proposal with probability $\min(1, p(\text{new})/p(\text{old}))$. From $a$ the ratio is $3$ and the move is always accepted; from $b$ the ratio is $1/3$. If the starting state is drawn from $p$, the mean acceptance is

$$A = \tfrac14\cdot 1 + \tfrac34\cdot\tfrac13 = \tfrac14 + \tfrac14 = \tfrac12 .$$

The two contributions are equal, and each equals the smaller weight. The move from $b$ to $a$ starts three times as often as its reverse and is accepted a third as often, so it contributes exactly what the reverse move contributes. Hence $A$ is twice the probability of sitting in the state from which the proposal raises $p$. A second expression gives the same number: $1 - \tfrac12\left(|\tfrac14 - \tfrac34| + |\tfrac34 - \tfrac14|\right) = \tfrac12$.

With $p(a) = q < \tfrac12$ and $p(b) = 1 - q$ the same steps give $A = 2q$. As $q$ approaches $\tfrac12$ this tends to $1$, but at $q = \tfrac12$ no proposal raises $p$ at all. The value $A = 1$ then comes entirely from states whose proposal leaves $p$ unchanged, so the general formula needs a separate term for ties.

## The claim

Let $X$ be a finite set of states, $p(x) > 0$ a weight for each $x \in X$, and $T : X \to X$ a deterministic proposal. Define the acceptance probability $\alpha$, the mean acceptance $A$, and the weight $P[E]$ of a condition $E$ on states:

$$\alpha(x) = \min\!\left(1, \frac{p(Tx)}{p(x)}\right), \qquad A = \sum_x p(x)\,\alpha(x), \qquad P[E] = \sum_{x \text{ with } E} p(x).$$

If $T$ is an involution, meaning $T(Tx) = x$ for all $x$, then

$$A = 2\,P[\,p(Tx) > p(x)\,] + P[\,p(Tx) = p(x)\,]. \tag{1}$$

If $T$ is a bijection and $\sum_x p(x) = 1$, then

$$A = 1 - \tfrac12 \sum_x |p(x) - p(Tx)|. \tag{2}$$

Every involution is a bijection, being its own inverse, so for an involution and a normalised $p$ both formulas hold. The subtracted term in (2) is the total-variation distance between the distributions $p$ and $p \circ T$.

In hybrid Monte Carlo a state is a phase-space point, and $T$ integrates the equations of motion with a time-reversible scheme and then reverses the momenta, which in exact arithmetic is an involution; on a finite set of states standing in for phase space, (1) relates the equilibrium acceptance rate to the fraction of trajectories on which the energy drops.

## Derivation

Since $p(x) > 0$, it can be taken inside the minimum:

$$p(x)\,\alpha(x) = \min\!\left(p(x),\; p(x)\,\frac{p(Tx)}{p(x)}\right) = \min\big(p(x), p(Tx)\big), \qquad A = \sum_x \min\big(p(x), p(Tx)\big). \tag{3}$$

No property of $T$ has been used. Call the move from $x$ uphill if $p(x) < p(Tx)$, tied if $p(Tx) = p(x)$, and downhill if $p(Tx) < p(x)$; the words refer to the weight, not the energy. Write $[\,\cdot\,]$ for the indicator that is $1$ when the condition holds and $0$ otherwise. Exactly one case applies at each state, and the minimum is $p(x)$, $p(x)$ and $p(Tx)$ respectively:

$$\min\big(p(x), p(Tx)\big) = p(x)\,[\,p(x) < p(Tx)\,] + p(x)\,[\,p(Tx) = p(x)\,] + p(Tx)\,[\,p(Tx) < p(x)\,].$$

Summed over $x$, the first two terms are the uphill weight and the tied weight. For the third, put $g(x) = p(x)\,[\,p(x) < p(Tx)\,]$, whose sum is the uphill weight. A bijection only reorders the states, so $\sum_x g(x) = \sum_x g(Tx)$, and for an involution

$$g(Tx) = p(Tx)\,[\,p(Tx) < p(T(Tx))\,] = p(Tx)\,[\,p(Tx) < p(x)\,].$$

This is the third term. The downhill sum therefore equals the uphill weight, which gives (1).

For (2), use $\min(u, v) = \tfrac12(u + v - |u - v|)$ for real $u, v$ in (3):

$$A = \tfrac12\Big(\sum_x p(x) + \sum_x p(Tx) - \sum_x |p(x) - p(Tx)|\Big).$$

Reordering gives $\sum_x p(Tx) = \sum_x p(x) = 1$, and (2) follows. A sum of absolute values vanishes only when every term does, so $A = 1$ exactly when $p(Tx) = p(x)$ for all $x$.

Now let $H(x)$ be an energy in units of the thermal energy, $Z = \sum_y e^{-H(y)}$, $p(x) = e^{-H(x)}/Z$ and $\Delta H(x) = H(Tx) - H(x)$. The factor $Z$ cancels in the ratio, $p(Tx)/p(x) = e^{-\Delta H(x)}$, and the exponential is strictly increasing, so uphill means $\Delta H < 0$ and tied means $\Delta H = 0$. With $\langle f \rangle = \sum_x p(x) f(x)$, formula (1) becomes

$$\langle \min(1, e^{-\Delta H}) \rangle = 2\,P[\Delta H < 0] + P[\Delta H = 0].$$

Without the minimum, $p(x)\,e^{-\Delta H(x)} = e^{-H(Tx)}/Z$, and reordering by a bijection turns the sum of the numerators into $Z$, so $\langle e^{-\Delta H} \rangle = 1$.

## The formal development

The state space is an arbitrary finite type `X`.

In Lean 4 with Mathlib:

```lean
import Mathlib

open Finset

namespace InvolutiveMeanAcceptance

noncomputable section

variable {X : Type*} [Fintype X]
```

Weights are real functions `p : X → ℝ`, with positivity and normalisation left to the hypotheses of each theorem. The next three definitions are $\alpha$, $A$ and $P[E]$; the `if E x then p x else 0` in `prob` is the product of $p(x)$ with the indicator. The number `prob p E` is a probability when the weights are positive and sum to one, and otherwise a total weight.

```lean
/-- Metropolis acceptance probability `min(1, p(Tx)/p(x))` of the deterministic proposal
`x ↦ T x` for the weights `p`. -/
def acc (p : X → ℝ) (T : X → X) (x : X) : ℝ := min 1 (p (T x) / p x)

/-- Mean acceptance: the acceptance probability averaged with the weights `p`. -/
def meanAcc (p : X → ℝ) (T : X → X) : ℝ := ∑ x, p x * acc p T x

/-- Total weight under `p` of the states at which the event `E` holds. -/
def prob (p : X → ℝ) (E : X → Prop) [DecidablePred E] : ℝ := ∑ x, if E x then p x else 0
```

For weights that sum to one, `meanAcc` is the mean acceptance of one proposal whose starting state is drawn from $p$. If $T$ is an involution, accepting with probability $\alpha$ leaves $p$ stationary, and this is the acceptance rate at equilibrium. For a bijection that is not an involution $p$ need not be stationary, and for the three-state shift below it is not. No Markov chain is defined: stationarity of $p$, momentum refreshment and convergence are not part of any statement, and the involution property is a hypothesis on `T`, not derived from an integrator.

The Boltzmann weight and the energy change follow the conventions above, with the inverse temperature absorbed into `H` and $\Delta H$ taken as new minus old.

```lean
/-- Boltzmann distribution `exp(-H x) / Z` with `Z = ∑ y, exp(-H y)`, the energy `H` being
measured in units of the thermal energy. -/
def boltzmann (H : X → ℝ) (x : X) : ℝ := Real.exp (-H x) / ∑ y, Real.exp (-H y)

/-- Energy change `ΔH(x) = H(Tx) - H(x)` along the proposal. -/
def deltaH (H : X → ℝ) (T : X → X) (x : X) : ℝ := H (T x) - H x
```

Equation (3) is the first theorem. After `Finset.sum_congr` reduces the claim to a single state, `h` cancels $p(x)$ against the denominator, and `mul_min_of_nonneg` moves the non-negative factor $p(x)$ inside the minimum. The map `T` carries no hypothesis.

```lean
/-- For positive weights the mean acceptance is the sum of `min(p(x), p(Tx))`. -/
theorem meanAcc_eq_sum_min (p : X → ℝ) (hp : ∀ x, 0 < p x) (T : X → X) :
    meanAcc p T = ∑ x, min (p x) (p (T x)) := by
  refine Finset.sum_congr rfl fun x _ => ?_
  have h : p x * (p (T x) / p x) = p (T x) := by
    have := (hp x).ne'
    field_simp
  rw [acc, mul_min_of_nonneg _ _ (hp x).le, mul_one, h]
```

Formula (1) assumes `hp`, positivity, and `hT : Function.Involutive T`, which unfolds to $T(Tx) = x$ for every $x$. Normalisation is absent, since both sides scale linearly with the weights. The step `hsplit` is the three-term decomposition, proved by `lt_trichotomy` with one branch each for uphill, tied and downhill. The step `hswap` equates the downhill sum with the uphill weight, and the closing rewrite assembles the three sums.

```lean
/-- For an involutive proposal and positive weights, the mean acceptance is twice the weight
of the states with `p(Tx) > p(x)` plus the weight of the states with `p(Tx) = p(x)`. -/
theorem meanAcc_eq_two_mul_prob (p : X → ℝ) (hp : ∀ x, 0 < p x) (T : X → X)
    (hT : Function.Involutive T) :
    meanAcc p T = 2 * prob p (fun x => p x < p (T x)) + prob p (fun x => p (T x) = p x) := by
  -- split the minimum into uphill, tied and downhill moves
  have hsplit : ∀ x, min (p x) (p (T x)) =
      (if p x < p (T x) then p x else 0) + (if p (T x) = p x then p x else 0)
        + (if p (T x) < p x then p (T x) else 0) := by
    intro x
    rcases lt_trichotomy (p x) (p (T x)) with h | h | h
    · rw [min_eq_left h.le, if_pos h, if_neg h.ne', if_neg (not_lt_of_ge h.le)]
      ring
    · rw [min_eq_left h.le, if_neg (not_lt_of_ge h.ge), if_pos h.symm,
        if_neg (not_lt_of_ge h.le)]
      ring
    · rw [min_eq_right h.le, if_neg (not_lt_of_ge h.le), if_neg h.ne, if_pos h]
      ring
  -- the involution maps each downhill move onto its uphill reverse
  have hswap : ∑ x, (if p (T x) < p x then p (T x) else 0)
      = ∑ x, (if p x < p (T x) then p x else 0) := by
    rw [← hT.bijective.sum_comp (fun x => if p x < p (T x) then p x else 0)]
    refine Finset.sum_congr rfl fun x _ => ?_
    simp only [hT x]
  rw [meanAcc_eq_sum_min p hp T, Finset.sum_congr rfl fun x _ => hsplit x,
    Finset.sum_add_distrib, Finset.sum_add_distrib, hswap]
  unfold prob
  ring
```

The proof turns on `Function.Bijective.sum_comp`, which appears as `hT.bijective.sum_comp`. For a bijection $T$ of a finite type and any function $g$ it states $\sum_x g(Tx) = \sum_x g(x)$: the discrete change of variables, with no Jacobian. In `hswap` it is applied from right to left, as the arrow in the `rw` shows, with $g$ the uphill term. The sum of $g(x)$ on the right of the goal becomes the sum of $g(Tx)$, whose condition reads $p(Tx) < p(T(Tx))$. Both sides are now sums over the same index, and `simp only [hT x]` replaces $T(Tx)$ by $x$. The hypothesis thus enters twice and in different strengths: bijectivity for the reordering, the full involution property for identifying the reordered term. Because `prob` writes a restricted sum as a sum over all states with an indicator, the reordering acts on the whole of `X`, and no separate bijection between the downhill and uphill subsets has to be built.

Formula (2) assumes normalisation `hsum` and only `Function.Bijective T`. Here `hmin` is the identity for the minimum, split on which argument is smaller, and `hTsum` is the same reordering lemma applied to $g = p$.

```lean
/-- For a bijective proposal and a positive probability distribution, the mean acceptance is
`1 - ½ ∑ |p(x) - p(Tx)|`. -/
theorem meanAcc_eq_one_sub_half_sum_abs (p : X → ℝ) (hp : ∀ x, 0 < p x)
    (hsum : ∑ x, p x = 1) (T : X → X) (hT : Function.Bijective T) :
    meanAcc p T = 1 - (1 / 2) * ∑ x, |p x - p (T x)| := by
  have hmin : ∀ a b : ℝ, min a b = (1 / 2) * (a + b - |a - b|) := by
    intro a b
    rcases le_total a b with h | h
    · rw [min_eq_left h, abs_of_nonpos (by linarith)]
      ring
    · rw [min_eq_right h, abs_of_nonneg (by linarith)]
      ring
  -- a bijection preserves the total weight
  have hTsum : ∑ x, p (T x) = 1 := by rw [hT.sum_comp p, hsum]
  rw [meanAcc_eq_sum_min p hp T, Finset.sum_congr rfl fun x _ => hmin (p x) (p (T x)),
    ← Finset.mul_sum, Finset.sum_sub_distrib, Finset.sum_add_distrib, hsum, hTsum]
  ring
```

The combined theorem reads: for positive weights summing to one and an involutive proposal, the mean acceptance equals the right side of (1) and equals the right side of (2). It pairs the two previous results, with `hT.bijective` supplying the weaker hypothesis. On a single state, the smallest space on which `hsum` can hold, $T$ is the identity and both formulas give $1$, the first through its tie term alone.

```lean
/-- For an involutive proposal and a positive probability distribution, the mean acceptance
equals `2 P[p(Tx) > p(x)] + P[p(Tx) = p(x)]` and equals `1 - ½ ∑ |p(x) - p(Tx)|`. -/
theorem mean_acceptance (p : X → ℝ) (hp : ∀ x, 0 < p x) (hsum : ∑ x, p x = 1)
    (T : X → X) (hT : Function.Involutive T) :
    meanAcc p T = 2 * prob p (fun x => p x < p (T x)) + prob p (fun x => p (T x) = p x) ∧
    meanAcc p T = 1 - (1 / 2) * ∑ x, |p x - p (T x)| :=
  ⟨meanAcc_eq_two_mul_prob p hp T hT,
    meanAcc_eq_one_sub_half_sum_abs p hp hsum T hT.bijective⟩
```

The equality case rewrites $A$ by (2). In the forward direction `h0` says that the sum of absolute values is zero, and `Finset.sum_eq_zero_iff_of_nonneg` passes this to each term; in the reverse direction every term vanishes.

```lean
/-- For a bijective proposal and a positive probability distribution, the mean acceptance is
one exactly when `p(Tx) = p(x)` at every state. -/
theorem meanAcc_eq_one_iff (p : X → ℝ) (hp : ∀ x, 0 < p x) (hsum : ∑ x, p x = 1)
    (T : X → X) (hT : Function.Bijective T) :
    meanAcc p T = 1 ↔ ∀ x, p (T x) = p x := by
  rw [meanAcc_eq_one_sub_half_sum_abs p hp hsum T hT]
  constructor
  · intro h x
    have h0 : ∑ x, |p x - p (T x)| = 0 := by linarith
    have hx := (Finset.sum_eq_zero_iff_of_nonneg fun y _ => abs_nonneg _).1 h0 x
      (Finset.mem_univ x)
    have := abs_eq_zero.1 hx
    linarith
  · intro h
    simp [h]
```

The Boltzmann statement is written with $\min(1, e^{-\Delta H})$ directly, for an arbitrary real energy function. With at least one state, `hZ` gives $Z > 0$ and hence positive weights `hp`. The steps `hratio`, `hlt` and `heq` translate the ratio, the uphill condition and the tie condition into statements about `deltaH`, and these are substituted into formula (1) for the weights `boltzmann H`. Since (1) needs no normalisation, the proof never has to show that the Boltzmann weights sum to one.

```lean
/-- For an involutive proposal the Boltzmann average of `min(1, exp(-ΔH))` equals
`2 P[ΔH < 0] + P[ΔH = 0]`. -/
theorem boltzmann_mean_acceptance [Nonempty X] (H : X → ℝ) (T : X → X)
    (hT : Function.Involutive T) :
    ∑ x, boltzmann H x * min 1 (Real.exp (-deltaH H T x)) =
      2 * prob (boltzmann H) (fun x => deltaH H T x < 0)
        + prob (boltzmann H) (fun x => deltaH H T x = 0) := by
  have hZ : 0 < ∑ y, Real.exp (-H y) :=
    Finset.sum_pos (fun y _ => Real.exp_pos _) Finset.univ_nonempty
  have hp : ∀ x, 0 < boltzmann H x := fun x => div_pos (Real.exp_pos _) hZ
  -- the partition function cancels in the ratio of weights
  have hratio : ∀ x, boltzmann H (T x) / boltzmann H x = Real.exp (-deltaH H T x) := by
    intro x
    rw [boltzmann, boltzmann, div_div_div_cancel_right₀ hZ.ne', ← Real.exp_sub, deltaH]
    congr 1
    ring
  have hlt : ∀ x, boltzmann H x < boltzmann H (T x) ↔ deltaH H T x < 0 := by
    intro x
    rw [boltzmann, boltzmann, div_lt_div_iff_of_pos_right hZ, Real.exp_lt_exp, deltaH]
    constructor <;> intro h <;> linarith
  have heq : ∀ x, boltzmann H (T x) = boltzmann H x ↔ deltaH H T x = 0 := by
    intro x
    rw [boltzmann, boltzmann, div_left_inj' hZ.ne', Real.exp_eq_exp, deltaH]
    constructor <;> intro h <;> linarith
  have h := meanAcc_eq_two_mul_prob (boltzmann H) hp T hT
  simp only [meanAcc, acc, prob, hratio, hlt, heq] at h
  simpa only [prob] using h
```

The identity $\langle e^{-\Delta H} \rangle = 1$ needs a bijection only. The step `h` combines the exponentials into $e^{-H(Tx)}/Z$, and `hT.sum_comp` with $g = e^{-H}$ turns the numerator sum into $Z$. On an empty state space the left side would be $0$, which `[Nonempty X]` excludes.

```lean
/-- For a bijective proposal the Boltzmann average of `exp(-ΔH)` equals one. -/
theorem boltzmann_mean_exp_neg_deltaH [Nonempty X] (H : X → ℝ) (T : X → X)
    (hT : Function.Bijective T) :
    ∑ x, boltzmann H x * Real.exp (-deltaH H T x) = 1 := by
  have hZ : 0 < ∑ y, Real.exp (-H y) :=
    Finset.sum_pos (fun y _ => Real.exp_pos _) Finset.univ_nonempty
  have h : ∀ x, boltzmann H x * Real.exp (-deltaH H T x)
      = Real.exp (-H (T x)) / ∑ y, Real.exp (-H y) := by
    intro x
    rw [boltzmann, div_mul_eq_mul_div, ← Real.exp_add, deltaH]
    congr 2
    ring
  rw [Finset.sum_congr rfl fun x _ => h x, ← Finset.sum_div,
    hT.sum_comp (fun y => Real.exp (-H y)), div_self hZ.ne']
```

The opening example uses `Bool`, with $a$ as `true`, $b$ as `false` and Boolean negation `not` as the swap. The theorem records the involution property, positivity, normalisation and $A = 1/2$, the last computed from (3).

```lean
/-- Two-state distribution with weights `1/4` on `true` and `3/4` on `false`. -/
def twoState (b : Bool) : ℝ := if b then 1 / 4 else 3 / 4

/-- The swap of two states is an involution, `twoState` is a positive probability
distribution, and the mean acceptance is `1/2`. -/
theorem mean_acceptance_witness :
    Function.Involutive not ∧ (∀ b, 0 < twoState b) ∧ ∑ b, twoState b = 1 ∧
      meanAcc twoState not = 1 / 2 := by
  have hp : ∀ b, 0 < twoState b := by
    intro b
    cases b <;> norm_num [twoState]
  refine ⟨Bool.not_not, hp, by norm_num [twoState], ?_⟩
  rw [meanAcc_eq_sum_min _ hp]
  norm_num [twoState, min_def]
```

A bijection is not enough for (1). Take three states $i = 0, 1, 2$ with weights $(i+1)/6$, that is $1/6$, $1/3$, $1/2$, and the shift $0 \to 1 \to 2 \to 0$; addition in `Fin 3` is modulo $3$.

```lean
/-- Three-state distribution with weights `1/6, 1/3, 1/2`. -/
def threeState (i : Fin 3) : ℝ := ((i : ℕ) + 1) / 6

/-- Cyclic shift of three states. -/
def cycle (i : Fin 3) : Fin 3 := i + 1
```

By (3), $A = \tfrac16 + \tfrac13 + \tfrac16 = \tfrac23$. States $0$ and $1$ are uphill with total weight $\tfrac12$ and there are no ties, so the right side of (1) is $1$. The mismatch sits in the step `hswap`: the single downhill move $2 \to 0$ contributes $p(0) = \tfrac16$, not the uphill weight $\tfrac12$. Formula (2) applies to this shift and gives $1 - \tfrac12\left(\tfrac16 + \tfrac16 + \tfrac13\right) = \tfrac23$. The proof tabulates the shift in `c0`, `c1`, `c2` and the weights in `p0`, `p1`, `p2`, and evaluates the sums term by term.

```lean
/-- The cyclic shift of three states is a bijection but not an involution; for `threeState`
the mean acceptance is `2/3` while `2 P[p(Tx) > p(x)] + P[p(Tx) = p(x)]` is `1`. -/
theorem cycle_counterexample :
    Function.Bijective cycle ∧ ¬ Function.Involutive cycle ∧
      meanAcc threeState cycle = 2 / 3 ∧
      2 * prob threeState (fun i => threeState i < threeState (cycle i))
        + prob threeState (fun i => threeState (cycle i) = threeState i) = 1 := by
  have hp : ∀ i, 0 < threeState i := fun i => by unfold threeState; positivity
  have c0 : cycle 0 = 1 := by decide
  have c1 : cycle 1 = 2 := by decide
  have c2 : cycle 2 = 0 := by decide
  have p0 : threeState 0 = 1 / 6 := by norm_num [threeState]
  have p1 : threeState 1 = 1 / 3 := by norm_num [threeState]
  have p2 : threeState 2 = 1 / 2 := by
    have : ((2 : Fin 3) : ℕ) = 2 := rfl
    rw [threeState, this]
    norm_num
  refine ⟨by decide, fun h => absurd (h 0) (by decide), ?_, ?_⟩
  · rw [meanAcc_eq_sum_min _ hp, Fin.sum_univ_three, c0, c1, c2, p0, p1, p2]
    norm_num [min_def]
  · simp only [prob, Fin.sum_univ_three, c0, c1, c2, p0, p1, p2]
    norm_num

end

end InvolutiveMeanAcceptance
```

```lean
#print axioms InvolutiveMeanAcceptance.mean_acceptance
#print axioms InvolutiveMeanAcceptance.boltzmann_mean_acceptance
#print axioms InvolutiveMeanAcceptance.boltzmann_mean_exp_neg_deltaH
#print axioms InvolutiveMeanAcceptance.cycle_counterexample
```

```
'InvolutiveMeanAcceptance.mean_acceptance' depends on axioms: [propext, Classical.choice, Quot.sound]
'InvolutiveMeanAcceptance.boltzmann_mean_acceptance' depends on axioms: [propext, Classical.choice, Quot.sound]
'InvolutiveMeanAcceptance.boltzmann_mean_exp_neg_deltaH' depends on axioms: [propext, Classical.choice, Quot.sound]
'InvolutiveMeanAcceptance.cycle_counterexample' depends on axioms: [propext, Classical.choice, Quot.sound]
```

## A continuous state space instead

The statement could have been set on a measurable space with a reference measure, such as phase space with its volume element, $p$ being a positive density and the sums being integrals. Equation (3) and the three-way split are pointwise and would carry over unchanged. The reordering would not: on a finite set every bijection preserves the counting measure, whereas on a continuous space preservation of the reference measure would have to be assumed of $T$ in addition, together with measurability. This is the volume-preservation requirement on the integrator in hybrid Monte Carlo, which the finite model absorbs into bijectivity; a smooth involution that changed volume would call for a Jacobian factor in $\alpha$. The theorems above are confined to finite `X`, and this continuous version is a description of an alternative, not something they establish.
